# The inverse-square lattice sum above an infinite atomic chain in closed form

Cutting a lattice sum off too early can make a row of atoms look rougher than it is. Take a probe two lattice spacings above a chain whose atoms each contribute the inverse square of their distance. If only the atoms with |n| ≤ 10 are kept, the difference between the on-top and bridge positions comes out more than ten times too large, because the missing tails differ by more than ten times the true corrugation. For this single infinite chain and this pair law, the closed form below gives a reference value against which a simulation's cutoff can be tested.

In Lean 4 with Mathlib:

```lean
import Mathlib

open Filter Topology
open scoped Real

namespace AtomChainCorrugation

noncomputable section
```

## One probe, one chain

Lengths are measured in lattice spacings. The probe has real lateral position x and height z, with z > 0 throughout, and the atom labelled by the integer n contributes

1/((n + x)² + z²).

Atom n sits at −n; since n runs over all integers, the sign is immaterial. The inverse square is a model pair law, not the r⁻⁶ London attraction, and it carries no strength constant.

```lean
/-- Inverse squared distance between a probe at lateral position `x` and height `z` and the atom at
position `-n` of a chain with unit spacing. -/
def pairTerm (x z : ℝ) (n : ℤ) : ℝ := 1 / (((n : ℝ) + x) ^ 2 + z ^ 2)
```

The lattice sum S(x, z) is `chainSum x z`, an infinite sum over ℤ.

```lean
/-- The lattice sum of the inverse squared distances over the whole chain. -/
def chainSum (x z : ℝ) : ℝ := ∑' n : ℤ, pairTerm x z n
```

With an explicit spacing d > 0, the model would have terms 1/((nd + x)² + z²). Rescaling x and z by d gives S(x/d, z/d)/d², and the large-height limit of z times the sum becomes π/d, which is π times the number of atoms per unit length.

## Each half chain converges

Let m = n + 1 with n = 0, 1, 2, …. Since 2(m + x)² + 2x² − m² = (m + 2x)² ≥ 0,

m² ≤ 2(m + x)² + 2x² ≤ (2 + 2x²/z²)((m + x)² + z²).

Each term is therefore at most (2 + 2x²/z²)/m², which is summable. In the code, `nlinarith` receives the square (m + 2x)² as a hint.

```lean
/-- The inverse squared distances to the atoms of a half chain have a finite sum. -/
theorem summable_half_chain (x : ℝ) {z : ℝ} (hz : 0 < z) :
    Summable (fun n : ℕ => 1 / (((n : ℝ) + 1 + x) ^ 2 + z ^ 2)) := by
  have h : Summable (fun n : ℕ => (2 + 2 * x ^ 2 / z ^ 2) * (1 / ((n : ℝ) + 1) ^ 2)) := by
    have h0 := (summable_nat_add_iff 1).mpr
      ((Real.summable_one_div_nat_pow (p := 2)).mpr (by norm_num))
    apply Summable.mul_left
    simpa using h0
  refine Summable.of_nonneg_of_le (fun n => by positivity) (fun n => ?_) h
  rw [mul_one_div, div_le_div_iff₀ (by positivity) (by positivity)]
  have hx : 2 * x ^ 2 / z ^ 2 * z ^ 2 = 2 * x ^ 2 := div_mul_cancel₀ _ (by positivity)
  have hq : 0 ≤ 2 * x ^ 2 / z ^ 2 := by positivity
  generalize 2 * x ^ 2 / z ^ 2 = q at hx hq ⊢
  nlinarith [mul_nonneg hq (sq_nonneg ((n : ℝ) + 1 + x)),
    sq_nonneg ((n : ℝ) + 1 + 2 * x), sq_nonneg z]
```

## The imaginary part of the cotangent

For b > 0,

sin(a + ib) = sin a cosh b + i cos a sinh b,
cos(a + ib) = cos a cosh b − i sin a sinh b.

Multiplying the cosine by the conjugate of the sine gives imaginary part −sinh b cosh b. The squared modulus of the sine is

sin²a + sinh²b = (cosh 2b − cos 2a)/2.

Dividing, and using sinh 2b = 2 sinh b cosh b,

Im cot(a + ib) = −sinh 2b/(cosh 2b − cos 2a).

```lean
/-- The imaginary part of the cotangent at a point of the upper half plane. -/
theorem im_cot (a : ℝ) {b : ℝ} (hb : 0 < b) :
    (Complex.cot ((a : ℂ) + (b : ℂ) * Complex.I)).im =
      -(Real.sinh (2 * b) / (Real.cosh (2 * b) - Real.cos (2 * a))) := by
  have hs : Complex.sin ((a : ℂ) + (b : ℂ) * Complex.I) =
      ⟨Real.sin a * Real.cosh b, Real.cos a * Real.sinh b⟩ := by
    rw [Complex.sin_add_mul_I, ← Complex.ofReal_sin, ← Complex.ofReal_cos,
      ← Complex.ofReal_sinh, ← Complex.ofReal_cosh]
    apply Complex.ext <;> simp only [Complex.add_re, Complex.add_im, Complex.mul_re,
      Complex.mul_im, Complex.ofReal_re, Complex.ofReal_im, Complex.I_re, Complex.I_im] <;> ring
  have hc : Complex.cos ((a : ℂ) + (b : ℂ) * Complex.I) =
      ⟨Real.cos a * Real.cosh b, -(Real.sin a * Real.sinh b)⟩ := by
    rw [Complex.cos_add_mul_I, ← Complex.ofReal_sin, ← Complex.ofReal_cos,
      ← Complex.ofReal_sinh, ← Complex.ofReal_cosh]
    apply Complex.ext <;> simp only [Complex.sub_re, Complex.sub_im, Complex.mul_re,
      Complex.mul_im, Complex.ofReal_re, Complex.ofReal_im, Complex.I_re, Complex.I_im] <;> ring
  have h1 := Real.cosh_sq b
  have h2 := Real.sin_sq_add_cos_sq a
  have hsb : 0 < Real.sinh b := Real.sinh_pos_iff.mpr hb
  have hD : Real.sin a * Real.cosh b * (Real.sin a * Real.cosh b) +
      Real.cos a * Real.sinh b * (Real.cos a * Real.sinh b) =
      Real.sin a ^ 2 + Real.sinh b ^ 2 := by
    linear_combination Real.sin a ^ 2 * h1 + Real.sinh b ^ 2 * h2
  have hE : Real.cosh (2 * b) - Real.cos (2 * a) =
      2 * (Real.sin a ^ 2 + Real.sinh b ^ 2) := by
    rw [Real.cosh_two_mul, Real.cos_two_mul]
    linear_combination h1 - 2 * h2
  have hpos : 0 < Real.sin a ^ 2 + Real.sinh b ^ 2 := by positivity
  rw [Complex.cot, hs, hc, Complex.div_im]
  simp only [Complex.normSq_mk]
  rw [hD, hE, Real.sinh_two_mul, ← sub_div, ← neg_div,
    div_eq_div_iff hpos.ne' (by positivity)]
  linear_combination (-2 * Real.sinh b * Real.cosh b *
    (Real.sin a ^ 2 + Real.sinh b ^ 2)) * h2
```

## From partial fractions to atoms

Put w = x + iz, which is not an integer because z > 0. Mathlib's `cot_series_rep'` supplies

π cot(πw) − 1/w = Σ_{m≥1} [1/(w − m) + 1/(w + m)].

The bracket equals 2w/((w − m)(w + m)), so by 2uv ≤ u² + v² its modulus is at most

|w| (1/|w − m|² + 1/|w + m|²).

The half-chain bound makes this summable, and imaginary parts may be taken term by term:

Im 1/(w ± m) = −z/((m ± x)² + z²).

Let p and q be the half-chain sums for x and −x. Then

−z(p + q) = −π sinh(2πz)/(cosh(2πz) − cos(2πx)) + z/(x² + z²).

Moving the last term to the left adds the atom n = 0, and dividing by −z gives

S(x, z) = (π/z) sinh(2πz)/(cosh(2πz) − cos(2πx)).

`HasSum` states convergence to this value independently of the order of summation. The code joins p, q and the central atom with `HasSum.of_add_one_of_neg_add_one`.

```lean
/-- The inverse squared distances from a probe at height `z > 0` to all atoms of the chain sum to
`(π/z) sinh(2πz) / (cosh(2πz) - cos(2πx))`. -/
theorem hasSum_chain (x : ℝ) {z : ℝ} (hz : 0 < z) :
    HasSum (pairTerm x z) (π / z *
      (Real.sinh (2 * π * z) / (Real.cosh (2 * π * z) - Real.cos (2 * π * x)))) := by
  obtain ⟨w, hre, him⟩ : ∃ w : ℂ, w.re = x ∧ w.im = z := ⟨⟨x, z⟩, rfl, rfl⟩
  have hw : w ∈ Complex.integerComplement := by
    rintro ⟨n, hn⟩
    have h := congrArg Complex.im hn
    rw [him, Complex.intCast_im] at h
    exact hz.ne h
  have hnP : ∀ n : ℕ, Complex.normSq (w + ((n : ℂ) + 1)) = ((n : ℝ) + 1 + x) ^ 2 + z ^ 2 := by
    intro n
    simp only [Complex.normSq_apply, Complex.add_re, Complex.add_im, Complex.natCast_re,
      Complex.natCast_im, Complex.one_re, Complex.one_im, hre, him]
    ring
  have hnQ : ∀ n : ℕ, Complex.normSq (w - ((n : ℂ) + 1)) = ((n : ℝ) + 1 + -x) ^ 2 + z ^ 2 := by
    intro n
    simp only [Complex.normSq_apply, Complex.sub_re, Complex.sub_im, Complex.add_re,
      Complex.add_im, Complex.natCast_re, Complex.natCast_im, Complex.one_re, Complex.one_im,
      hre, him]
    ring
  obtain ⟨p, hp⟩ := summable_half_chain x hz
  obtain ⟨q, hq⟩ := summable_half_chain (-x) hz
  -- absolute convergence of the paired partial fractions
  have hg : Summable (fun n : ℕ => ‖w‖ *
      (‖1 / (w - ((n : ℂ) + 1))‖ ^ 2 + ‖1 / (w + ((n : ℂ) + 1))‖ ^ 2)) := by
    simp only [norm_div, norm_one, div_pow, one_pow, Complex.sq_norm, hnP, hnQ]
    exact (hq.add hp).summable.mul_left _
  have hb : ∀ n : ℕ, ‖1 / (w - ((n : ℂ) + 1)) + 1 / (w + ((n : ℂ) + 1))‖ ≤ ‖w‖ *
      (‖1 / (w - ((n : ℂ) + 1))‖ ^ 2 + ‖1 / (w + ((n : ℂ) + 1))‖ ^ 2) := by
    intro n
    have h1 : w - ((n : ℂ) + 1) ≠ 0 := by
      rw [← Complex.normSq_pos, hnQ]
      positivity
    have h2 : w + ((n : ℂ) + 1) ≠ 0 := by
      rw [← Complex.normSq_pos, hnP]
      positivity
    have e : 1 / (w - ((n : ℂ) + 1)) + 1 / (w + ((n : ℂ) + 1)) =
        2 * w * (1 / (w - ((n : ℂ) + 1))) * (1 / (w + ((n : ℂ) + 1))) := by
      field_simp
      try ring
    have h3 : ‖(2 : ℂ)‖ = 2 := by norm_num
    rw [e, norm_mul, norm_mul, norm_mul, h3]
    nlinarith [mul_nonneg (norm_nonneg w) (sq_nonneg
      (‖1 / (w - ((n : ℂ) + 1))‖ - ‖1 / (w + ((n : ℂ) + 1))‖))]
  have h1 : HasSum (fun n : ℕ => 1 / (w - ((n : ℂ) + 1)) + 1 / (w + ((n : ℂ) + 1)))
      ((π : ℂ) * Complex.cot (π * w) - 1 / w) := by
    rw [cot_series_rep' hw]
    exact (Summable.of_norm_bounded hg hb).hasSum
  -- imaginary parts turn partial fractions into pair terms
  have h2 : HasSum (fun n : ℕ => (1 / (w - ((n : ℂ) + 1)) + 1 / (w + ((n : ℂ) + 1))).im)
      ((π : ℂ) * Complex.cot (π * w) - 1 / w).im := Complex.imCLM.hasSum h1
  have hterm : ∀ n : ℕ, (1 / (w - ((n : ℂ) + 1)) + 1 / (w + ((n : ℂ) + 1))).im =
      -z * (1 / (((n : ℝ) + 1 + -x) ^ 2 + z ^ 2) + 1 / (((n : ℝ) + 1 + x) ^ 2 + z ^ 2)) := by
    intro n
    rw [Complex.add_im, one_div, one_div, Complex.inv_im, Complex.inv_im, hnQ, hnP]
    simp only [Complex.sub_im, Complex.add_im, Complex.natCast_im, Complex.one_im, him]
    ring
  simp only [hterm] at h2
  have h4 := ((hq.add hp).mul_left (-z)).unique h2
  have hpw : (π : ℂ) * w = ((π * x : ℝ) : ℂ) + ((π * z : ℝ) : ℂ) * Complex.I := by
    apply Complex.ext <;> simp [hre, him]
  have hcot := im_cot (π * x) (mul_pos Real.pi_pos hz)
  rw [show 2 * (π * z) = 2 * π * z by ring, show 2 * (π * x) = 2 * π * x by ring] at hcot
  rw [Complex.sub_im, hpw, Complex.im_ofReal_mul, hcot, one_div, Complex.inv_im,
    Complex.normSq_apply, hre, him] at h4
  -- reassemble the two half chains and the central atom
  have hp' : HasSum (fun n : ℕ => pairTerm x z ((n : ℤ) + 1)) p := by
    have e : ∀ n : ℕ, pairTerm x z ((n : ℤ) + 1) = 1 / (((n : ℝ) + 1 + x) ^ 2 + z ^ 2) := by
      intro n
      simp [pairTerm]
    simpa only [e] using hp
  have hq' : HasSum (fun n : ℕ => pairTerm x z (-((n : ℤ) + 1))) q := by
    have e : ∀ n : ℕ, pairTerm x z (-((n : ℤ) + 1)) =
        1 / (((n : ℝ) + 1 + -x) ^ 2 + z ^ 2) := by
      intro n
      have h : (((-((n : ℤ) + 1) : ℤ) : ℝ) + x) ^ 2 = ((n : ℝ) + 1 + -x) ^ 2 := by
        push_cast
        ring
      simp only [pairTerm, h]
    simpa only [e] using hq
  have h0 : pairTerm x z 0 = 1 / (x * x + z * z) := by
    simp only [pairTerm, Int.cast_zero, zero_add, sq]
  convert HasSum.of_add_one_of_neg_add_one hp' hq' using 1
  rw [h0]
  apply mul_left_cancel₀ hz.ne'
  rw [← mul_assoc, mul_div_cancel₀ _ hz.ne']
  linear_combination h4
```

## Atom, bridge and the difference between them

Only cos(2πx) depends on the lateral position. The denominator is smallest at x = 0, where it is cosh(2πz) − 1 > 0, and largest at x = 1/2. Hence S(1/2, z) ≤ S(x, z) ≤ S(0, z).

```lean
/-- At fixed height the lattice sum is smallest above a bridge site and largest above an atom. -/
theorem chainSum_between (x : ℝ) {z : ℝ} (hz : 0 < z) :
    chainSum (1 / 2) z ≤ chainSum x z ∧ chainSum x z ≤ chainSum 0 z := by
  have ht : 0 < 2 * π * z := by positivity
  have hs := Real.sinh_pos_iff.mpr ht
  have hc := Real.one_lt_cosh.mpr ht.ne'
  have h1 := Real.neg_one_le_cos (2 * π * x)
  have h2 := Real.cos_le_one (2 * π * x)
  have hpz : 0 ≤ π / z := by positivity
  simp only [chainSum, (hasSum_chain _ hz).tsum_eq]
  rw [show 2 * π * (1 / 2) = π by ring, Real.cos_pi, mul_zero, Real.cos_zero]
  constructor
  · exact mul_le_mul_of_nonneg_left
      (div_le_div_of_nonneg_left hs.le (by linarith) (by linarith)) hpz
  · exact mul_le_mul_of_nonneg_left
      (div_le_div_of_nonneg_left hs.le (by linarith) (by linarith)) hpz
```

Write s = sinh(2πz) and c = cosh(2πz). From s² = (c − 1)(c + 1),

s/(c − 1) − s/(c + 1) = (c + 1)/s − (c − 1)/s = 2/s.

Multiplying by π/z gives

S(0, z) − S(1/2, z) = 2π/(z sinh(2πz)).

```lean
/-- The lattice sums above an atom and above a bridge site differ by `2π / (z sinh(2πz))`. -/
theorem corrugation_amplitude {z : ℝ} (hz : 0 < z) :
    chainSum 0 z - chainSum (1 / 2) z = 2 * π / (z * Real.sinh (2 * π * z)) := by
  have ht : 0 < 2 * π * z := by positivity
  have hs := Real.sinh_pos_iff.mpr ht
  have hc := Real.one_lt_cosh.mpr ht.ne'
  have hsq := Real.cosh_sq (2 * π * z)
  simp only [chainSum, (hasSum_chain _ hz).tsum_eq]
  rw [show 2 * π * (1 / 2) = π by ring, Real.cos_pi, mul_zero, Real.cos_zero]
  generalize Real.sinh (2 * π * z) = s at *
  generalize Real.cosh (2 * π * z) = c at *
  have e1 : s / (c - 1) = (c + 1) / s := by
    rw [div_eq_div_iff (by linarith) hs.ne']
    linear_combination -hsq
  have e2 : s / (c - -1) = (c - 1) / s := by
    rw [div_eq_div_iff (by linarith) hs.ne']
    linear_combination -hsq
  rw [e1, e2]
  ring
```

## The corrugation fades uniformly

Since c − 1 ≤ s < c + 1, we have s/(c + 1) ≤ 1 ≤ s/(c − 1). Thus π lies between z S(1/2, z) and z S(0, z), as does z S(x, z). That interval has length 2π/s, so

|z S(x, z) − π| ≤ 2π/sinh(2πz).

```lean
/-- At every lateral position, `z` times the lattice sum differs from `π` by at most
`2π / sinh(2πz)`. -/
theorem abs_mul_chainSum_sub_pi_le (x : ℝ) {z : ℝ} (hz : 0 < z) :
    |z * chainSum x z - π| ≤ 2 * π / Real.sinh (2 * π * z) := by
  have ht : 0 < 2 * π * z := by positivity
  have hs := Real.sinh_pos_iff.mpr ht
  have hc := Real.one_lt_cosh.mpr ht.ne'
  have hsq := Real.cosh_sq (2 * π * z)
  have hlt := Real.sinh_lt_cosh (2 * π * z)
  obtain ⟨hlo, hhi⟩ := chainSum_between x hz
  have hlo' := mul_le_mul_of_nonneg_left hlo hz.le
  have hhi' := mul_le_mul_of_nonneg_left hhi hz.le
  have hamp : z * chainSum 0 z - z * chainSum (1 / 2) z = 2 * π / Real.sinh (2 * π * z) := by
    rw [← mul_sub, corrugation_amplitude hz, ← mul_div_assoc, mul_div_mul_left _ _ hz.ne']
  -- `π` lies between `z` times the bridge sum and `z` times the on-top sum
  have htop : π ≤ z * chainSum 0 z := by
    rw [chainSum, (hasSum_chain _ hz).tsum_eq, mul_zero, Real.cos_zero, ← mul_assoc,
      mul_div_cancel₀ _ hz.ne']
    refine le_mul_of_one_le_right Real.pi_pos.le ?_
    rw [le_div_iff₀ (by linarith)]
    nlinarith
  have hbridge : z * chainSum (1 / 2) z ≤ π := by
    rw [chainSum, (hasSum_chain _ hz).tsum_eq, show 2 * π * (1 / 2) = π by ring, Real.cos_pi,
      ← mul_assoc, mul_div_cancel₀ _ hz.ne']
    refine mul_le_of_le_one_right Real.pi_pos.le ?_
    rw [div_le_iff₀ (by linarith)]
    linarith
  rw [abs_le]
  constructor <;> linarith
```

Because sinh t ≥ t for t ≥ 0, the bound is at most 1/z, which is below any given ε > 0 once z > 1/ε. This threshold does not involve x, which is what `TendstoUniformly` requires. The limit is that of a uniformly smeared chain, for which ∫ dt/(t² + z²) = π/z over the whole line.

```lean
/-- As the height grows, `z` times the lattice sum tends to `π` uniformly in the lateral
position. -/
theorem tendstoUniformly_mul_chainSum :
    TendstoUniformly (fun z x : ℝ => z * chainSum x z) (fun _ => π) atTop := by
  rw [Metric.tendstoUniformly_iff]
  intro ε hε
  filter_upwards [eventually_gt_atTop (0 : ℝ), eventually_gt_atTop (1 / ε)] with z hz hzε x
  have ht : 0 < 2 * π * z := by positivity
  have hs := Real.self_le_sinh_iff.mpr ht.le
  rw [dist_comm, Real.dist_eq]
  calc |z * chainSum x z - π| ≤ 2 * π / Real.sinh (2 * π * z) :=
        abs_mul_chainSum_sub_pi_le x hz
    _ ≤ 2 * π / (2 * π * z) := div_le_div_of_nonneg_left (by positivity) ht hs
    _ = 1 / z := by
        have hpi := Real.pi_ne_zero
        field_simp
    _ < ε := (one_div_lt hz hε).mpr hzε

end

end AtomChainCorrugation
```

```lean
#print axioms AtomChainCorrugation.hasSum_chain
-- 'AtomChainCorrugation.hasSum_chain' depends on axioms: [propext, Classical.choice, Quot.sound]
#print axioms AtomChainCorrugation.tendstoUniformly_mul_chainSum
-- 'AtomChainCorrugation.tendstoUniformly_mul_chainSum' depends on axioms: [propext, Classical.choice, Quot.sound]
```
